# Greedy coordinate SR1 recovers a fixed Hessian in n steps from a positive semidefinite error

Near an energy minimum, a molecule with $n$ coordinates has an approximately quadratic energy with Hessian $A$. A quasi-Newton geometry optimiser holds an approximation $B$ to it. Displacing the geometry by $s$ changes the gradient by $y=As$, and the symmetric rank-one (SR1) update uses this to correct $B$:

$$B_+=B+\frac{(y-Bs)(y-Bs)^T}{(y-Bs)^Ts}.$$

How fast does the error $R=B-A$ shrink if each displacement is along the coordinate unit vector $e_i$ with the largest $R_{ii}$?

Assume that $R$ is positive semidefinite: $B$ is nowhere softer than the true surface. For symmetric $A$, the start $B=c\,1$ achieves this when $c$ is at least the largest eigenvalue of $A$. The greedy choice uses the diagonal of $A$, taken here as known. The results concern only the Hessian approximation, not the convergence of the geometry, on an exactly quadratic surface in exact arithmetic. The displacements are chosen to probe the Hessian and are not the usual quasi-Newton steps; anharmonicity, which changes $A$ between steps, is not covered. Since $y=Ae_i$ is column $i$ of $A$, displacing each of the $n$ coordinates once also gives $A$ directly, without an update formula; the results here describe how the SR1 approximation behaves along the way.

In the code, the finite type `ι` labels the coordinates, $n$ is `Fintype.card ι`, and `Pi.single i 1` is $e_i$.

```lean
import Mathlib

open Matrix

namespace GreedySR1

noncomputable section

variable {ι : Type*} [Fintype ι] [DecidableEq ι]
```

`sr1` is the formula above, with `vecMulVec` as the outer product.

```lean
/-- The symmetric rank-one (SR1) update of the Hessian approximation `B` for a step `s`
and a gradient change `y`. -/
def sr1 (B : Matrix ι ι ℝ) (s y : ι → ℝ) : Matrix ι ι ℝ :=
  B + ((y - B *ᵥ s) ⬝ᵥ s)⁻¹ • vecMulVec (y - B *ᵥ s) (y - B *ᵥ s)
```

`coordUpdate` inserts $s=e_i$ and $y=Ae_i$.

```lean
/-- The SR1 update along the coordinate direction `e_i` for a quadratic energy with
Hessian `A`, so that `y = A e_i`. -/
def coordUpdate (A B : Matrix ι ι ℝ) (i : ι) : Matrix ι ι ℝ :=
  sr1 B (Pi.single i 1) (A *ᵥ Pi.single i 1)
```

`GreedyStep` relates successive approximations. It allows any choice among tied maxima and stops once $B=A$.

```lean
/-- One step of greedy SR1: stop if `B` is already the Hessian `A`, otherwise update along
a coordinate where the diagonal of the error `B - A` is largest. -/
def GreedyStep (A B B' : Matrix ι ι ℝ) : Prop :=
  (B = A ∧ B' = A) ∨
    (B ≠ A ∧ ∃ i, (∀ j, (B - A) j j ≤ (B - A) i i) ∧ B' = coordUpdate A B i)
```

## (a) The error after one update

**Task.** Find the entries of $R'=B_+-A$.

**Solution.** Here $y-Bs=-Re_i$, which is minus column $i$ of $R$, and $(y-Bs)^Ts=-R_{ii}$. Hence, for $R_{ii}\neq0$,

$$R'_{jk}=R_{jk}-\frac{R_{ji}R_{ki}}{R_{ii}}.$$

Three small lemmas supply the column $Me_i$, the component $e_i^Tv=v_i$, and the symmetry of a positive semidefinite matrix, which later parts use.

```lean
private lemma mulVec_unit (M : Matrix ι ι ℝ) (i : ι) :
    M *ᵥ (Pi.single i 1 : ι → ℝ) = fun j => M j i := by
  ext j
  simp [Matrix.mulVec, dotProduct, Pi.single_apply]

private lemma unit_dot (v : ι → ℝ) (i : ι) : (Pi.single i 1 : ι → ℝ) ⬝ᵥ v = v i := by
  simp [dotProduct, Pi.single_apply]

omit [Fintype ι] [DecidableEq ι] in
private lemma psd_symm {R : Matrix ι ι ℝ} (hR : R.PosSemidef) (j k : ι) :
    R j k = R k j := by
  have h := hR.isHermitian.apply j k
  simp only [star_trivial] at h
  exact h.symm
```

`error_apply` substitutes the first two into the update. It needs no condition on $R_{ii}$, because Lean sets division by zero to zero.

```lean
/-- Entries of the Hessian error after an SR1 update along the coordinate `i`. -/
theorem error_apply (A B : Matrix ι ι ℝ) (i j k : ι) :
    (coordUpdate A B i - A) j k
      = (B - A) j k - (B - A) j i * (B - A) k i / (B - A) i i := by
  have h : A *ᵥ (Pi.single i 1 : ι → ℝ) - B *ᵥ (Pi.single i 1 : ι → ℝ)
      = fun j => -(B - A) j i := by
    rw [mulVec_unit, mulVec_unit]
    ext j
    simp
  have hd : (fun j => -(B - A) j i) ⬝ᵥ (Pi.single i 1 : ι → ℝ) = -(B - A) i i := by
    rw [dotProduct_comm, unit_dot]
  unfold coordUpdate sr1
  rw [h, hd, inv_neg]
  simp only [Matrix.sub_apply, Matrix.add_apply, Matrix.smul_apply, vecMulVec_apply,
    smul_eq_mul]
  ring
```

## (b) A Cauchy–Schwarz inequality

**Task.** Show that $(Rx)_i^2\le R_{ii}\,x^TRx$ for every vector $x$.

**Solution.** For all real $t$,

$$0\le(x+te_i)^TR(x+te_i)=R_{ii}t^2+2(Rx)_it+x^TRx.$$

If $R_{ii}>0$, the discriminant is therefore not positive: $4(Rx)_i^2-4R_{ii}\,x^TRx\le0$. If $R_{ii}=0$, the right-hand side is linear in $t$ and never negative, so $(Rx)_i=0$ and the claim holds too. In the code, `key` is the quadratic inequality and `discrim_le_zero` gives the conclusion.

```lean
/-- Cauchy-Schwarz inequality between a vector `x` and the coordinate direction `e_i` in the
semi-inner product defined by a positive semidefinite matrix. -/
theorem coord_cauchy_schwarz {R : Matrix ι ι ℝ} (hR : R.PosSemidef) (x : ι → ℝ) (i : ι) :
    ((R *ᵥ x) i) ^ 2 ≤ R i i * (x ⬝ᵥ R *ᵥ x) := by
  have e1 : x ⬝ᵥ (fun j => R j i) = (R *ᵥ x) i := by
    simp only [Matrix.mulVec, dotProduct]
    exact Finset.sum_congr rfl fun j _ => by rw [psd_symm hR j i, mul_comm]
  -- the quadratic form is nonnegative on the whole line x + t e_i
  have key : ∀ t : ℝ, 0 ≤ R i i * (t * t) + (2 * (R *ᵥ x) i) * t + x ⬝ᵥ R *ᵥ x := by
    intro t
    have h := hR.dotProduct_mulVec_nonneg (x + t • (Pi.single i 1 : ι → ℝ))
    simp only [star_trivial, Matrix.mulVec_add, Matrix.mulVec_smul, add_dotProduct,
      dotProduct_add, smul_dotProduct, dotProduct_smul, mulVec_unit, e1, unit_dot,
      smul_eq_mul] at h
    linarith
  have h := discrim_le_zero key
  unfold discrim at h
  linarith
```

## (c) The largest diagonal entry is positive

**Task.** Let $R\ne0$ and let $R_{ii}$ be maximal. Show that $R_{ii}>0$.

**Solution.** Otherwise every $R_{jj}\le0$. Part (b) with $x=e_k$ gives $R_{jk}^2\le R_{jj}R_{kk}\le0$, since $R_{kk}\ge0$. Then $R=0$, a contradiction.

```lean
/-- The largest diagonal entry of a nonzero positive semidefinite matrix is positive. -/
theorem max_diag_pos {R : Matrix ι ι ℝ} (hR : R.PosSemidef) (hne : R ≠ 0) {i : ι}
    (hmax : ∀ j, R j j ≤ R i i) : 0 < R i i := by
  by_contra hi
  apply hne
  ext j k
  have hj : R j j ≤ 0 := (hmax j).trans (not_lt.mp hi)
  have hk := hR.dotProduct_mulVec_nonneg (Pi.single k 1 : ι → ℝ)
  have h := coord_cauchy_schwarz hR (Pi.single k 1 : ι → ℝ) j
  simp only [star_trivial, mulVec_unit, unit_dot] at hk h
  have h0 : (R j k) ^ 2 ≤ 0 := by nlinarith [mul_nonneg (neg_nonneg.mpr hj) hk]
  exact (pow_eq_zero_iff two_ne_zero).mp (le_antisymm h0 (sq_nonneg _))
```

## (d) The error stays positive semidefinite

**Task.** Show this for $R'$ when $R_{ii}>0$.

**Solution.** $R'$ is symmetric, and by (a) and (b)

$$x^TR'x=x^TRx-\frac{(Rx)_i^2}{R_{ii}}\ge0.$$

The equality is `hq` in the code.

```lean
/-- If the error `B - A` is positive semidefinite with positive `i`-th diagonal entry, it
stays positive semidefinite after the SR1 update along `e_i`. -/
theorem error_posSemidef {A B : Matrix ι ι ℝ} (hR : (B - A).PosSemidef) {i : ι}
    (hpos : 0 < (B - A) i i) : (coordUpdate A B i - A).PosSemidef := by
  refine Matrix.PosSemidef.of_dotProduct_mulVec_nonneg ?_ ?_
  · refine Matrix.IsHermitian.ext fun j k => ?_
    rw [star_trivial, error_apply, error_apply, psd_symm hR k j]
    ring
  · intro x
    have hmv : ∀ j, ((coordUpdate A B i - A) *ᵥ x) j
        = ((B - A) *ᵥ x) j - (B - A) j i * (((B - A) *ᵥ x) i / (B - A) i i) := by
      intro j
      simp only [Matrix.mulVec, dotProduct, error_apply]
      rw [Finset.sum_div, Finset.mul_sum, ← Finset.sum_sub_distrib]
      refine Finset.sum_congr rfl fun k _ => ?_
      rw [psd_symm hR k i]
      ring
    have hx : ∑ j, x j * (B - A) j i = ((B - A) *ᵥ x) i := by
      simp only [Matrix.mulVec, dotProduct]
      exact Finset.sum_congr rfl fun j _ => by rw [psd_symm hR j i, mul_comm]
    -- the quadratic form drops by (R x)_i ^ 2 / R_ii
    have hq : x ⬝ᵥ (coordUpdate A B i - A) *ᵥ x
        = x ⬝ᵥ (B - A) *ᵥ x - ((B - A) *ᵥ x) i * (((B - A) *ᵥ x) i / (B - A) i i) := by
      rw [← hx, Finset.sum_mul, hx]
      unfold dotProduct
      rw [← Finset.sum_sub_distrib]
      refine Finset.sum_congr rfl fun j _ => ?_
      rw [hmv j]
      ring
    rw [star_trivial, hq, sub_nonneg, ← mul_div_assoc, div_le_iff₀ hpos]
    linarith [coord_cauchy_schwarz hR x i]
```

## (e) The trace contracts

**Task.** For a greedy index $i$ and $R\neq0$, show that $\operatorname{tr}R'\le(1-1/n)\operatorname{tr}R$.

**Solution.** The sum below contains the term $j=i$, equal to $R_{ii}$, and the largest diagonal entry is at least the average:

$$\operatorname{tr}R'=\operatorname{tr}R-\sum_j\frac{R_{ji}^2}{R_{ii}}\le\operatorname{tr}R-R_{ii}\le\operatorname{tr}R-\frac{\operatorname{tr}R}{n}.$$

These steps are `htr`, `h1` and `h2`.

As an example, take

$$A=\begin{pmatrix}1&0\\0&2\end{pmatrix},\quad B=\begin{pmatrix}3&1\\1&3\end{pmatrix},\quad R=\begin{pmatrix}2&1\\1&1\end{pmatrix}.$$

Updating along $e_1$ leaves $R'=\operatorname{diag}(0,\tfrac12)$. The trace falls from $3$ to $\tfrac12$, below the bound $\tfrac32$. A second step, along $e_2$, gives $A$ exactly.

```lean
/-- Greedy SR1 step: for a nonzero positive semidefinite error, the chosen diagonal entry is
positive and the trace of the error after the update is at most `1 - 1/n` times its value before. -/
theorem greedy_sr1_trace {A B : Matrix ι ι ℝ} (hR : (B - A).PosSemidef) (hne : B ≠ A)
    {i : ι} (hmax : ∀ j, (B - A) j j ≤ (B - A) i i) :
    0 < (B - A) i i ∧
      (coordUpdate A B i - A).trace ≤ (1 - 1 / (Fintype.card ι : ℝ)) * (B - A).trace := by
  have hpos := max_diag_pos hR (sub_ne_zero.mpr hne) hmax
  refine ⟨hpos, ?_⟩
  have hn : (0 : ℝ) < Fintype.card ι := by exact_mod_cast Fintype.card_pos_iff.mpr ⟨i⟩
  have htr : (coordUpdate A B i - A).trace
      = (B - A).trace - ∑ j, (B - A) j i * (B - A) j i / (B - A) i i := by
    simp only [Matrix.trace, Matrix.diag_apply, error_apply, Finset.sum_sub_distrib]
  -- the decrease contains the term j = i, which equals R_ii
  have h1 : (B - A) i i ≤ ∑ j, (B - A) j i * (B - A) j i / (B - A) i i := by
    have h := Finset.single_le_sum (f := fun j => (B - A) j i * (B - A) j i / (B - A) i i)
      (fun j _ => div_nonneg (mul_self_nonneg _) hpos.le) (Finset.mem_univ i)
    simp only [mul_div_cancel_right₀ _ hpos.ne'] at h
    exact h
  -- the largest diagonal entry is at least the average
  have h2 : (B - A).trace ≤ (B - A) i i * Fintype.card ι := by
    calc (B - A).trace ≤ ∑ _j : ι, (B - A) i i := Finset.sum_le_sum fun j _ => hmax j
      _ = (B - A) i i * Fintype.card ι := by
        rw [Finset.sum_const, nsmul_eq_mul, Finset.card_univ, mul_comm]
  have h3 := (div_le_iff₀ hn).mpr h2
  have h4 : (1 - 1 / (Fintype.card ι : ℝ)) * (B - A).trace
      = (B - A).trace - (B - A).trace / Fintype.card ι := by ring
  linarith
```

## (f) The rate over k steps

**Task.** Let $R_k$ be the error after $k$ steps. For $n\ge1$, bound its trace.

**Solution.** Part (d) keeps (e) applicable, so induction gives $\operatorname{tr}R_k\le(1-1/n)^k\operatorname{tr}R_0$. If the run has stopped, the error is zero and the bound still holds. Over several steps the bound is loose: for $n\ge2$ and $R_0\ne0$ it is still positive at $k=n$, where part (g) shows that the error is zero.

```lean
/-- Along a greedy SR1 run the error stays positive semidefinite, and after `k` steps its
trace is at most `(1 - 1/n)^k` times the initial one. -/
theorem greedy_sr1_rate {A : Matrix ι ι ℝ} {B : ℕ → Matrix ι ι ℝ}
    (h0 : (B 0 - A).PosSemidef) (hB : ∀ k, GreedyStep A (B k) (B (k + 1))) (k : ℕ) :
    (B k - A).PosSemidef ∧
      (B k - A).trace ≤ (1 - 1 / (Fintype.card ι : ℝ)) ^ k * (B 0 - A).trace := by
  induction k with
  | zero => exact ⟨h0, by simp⟩
  | succ k ih =>
    obtain ⟨hP, hT⟩ := ih
    have hc : 0 ≤ 1 - 1 / (Fintype.card ι : ℝ) := by
      rw [one_div]
      exact sub_nonneg.mpr (Nat.cast_inv_le_one _)
    have hm := mul_le_mul_of_nonneg_left hT hc
    rw [pow_succ', mul_assoc]
    rcases hB k with ⟨h, h'⟩ | ⟨hne, i, hmax, h'⟩
    · rw [h, sub_self, Matrix.trace_zero, mul_zero] at hm
      rw [h', sub_self, Matrix.trace_zero]
      exact ⟨Matrix.PosSemidef.zero, hm⟩
    · obtain ⟨hpos, ht⟩ := greedy_sr1_trace hP hne hmax
      rw [h']
      exact ⟨error_posSemidef hP hpos, ht.trans hm⟩
```

## (g) Exact recovery after n steps

**Task.** Show that $R_n=0$.

**Solution.** By (a), an update along $e_i$ makes column $i$ of the error vanish. A column $m$ that was already zero stays zero, because $R_{jm}=R_{mi}=0$. A greedy index has $R_{ii}>0$, so its column was not yet zero. Each step before stopping thus clears a new column, and after $n$ steps none remains. The set `S` collects the cleared columns.

```lean
/-- Greedy SR1 started from a positive semidefinite error recovers the exact Hessian after
`n` steps, where `n` is the dimension. -/
theorem greedy_sr1_terminates {A : Matrix ι ι ℝ} {B : ℕ → Matrix ι ι ℝ}
    (h0 : (B 0 - A).PosSemidef) (hB : ∀ k, GreedyStep A (B k) (B (k + 1))) :
    B (Fintype.card ι) = A := by
  -- after k steps, either B = A or k columns of the error vanish
  have key : ∀ k, B k = A ∨
      ∃ S : Finset ι, S.card = k ∧ ∀ m ∈ S, ∀ j, (B k - A) j m = 0 := by
    intro k
    induction k with
    | zero => exact Or.inr ⟨∅, by simp⟩
    | succ k ih =>
      rcases hB k with ⟨_, h⟩ | ⟨hne, i, hmax, h⟩
      · exact Or.inl h
      · obtain ⟨S, hS, hz⟩ := ih.resolve_left hne
        have hP := (greedy_sr1_rate h0 hB k).1
        have hpos := (greedy_sr1_trace hP hne hmax).1
        have hi : i ∉ S := fun hi => hpos.ne' (hz i hi i)
        refine Or.inr ⟨insert i S, by rw [Finset.card_insert_of_notMem hi, hS], ?_⟩
        intro m hm j
        rw [h, error_apply]
        rcases Finset.mem_insert.mp hm with hmi | hm'
        · rw [hmi, mul_div_cancel_right₀ _ hpos.ne', sub_self]
        · rw [psd_symm hP m i, hz m hm' j, hz m hm' i]
          simp
  rcases key (Fintype.card ι) with h | ⟨S, hS, hz⟩
  · exact h
  · have hu : S = Finset.univ := (Finset.card_eq_iff_eq_univ S).mp hS
    ext j m
    have h := hz m (by rw [hu]; exact Finset.mem_univ m) j
    rw [Matrix.sub_apply] at h
    exact sub_eq_zero.mp h
```

## (h) The one-step factor is attained

**Task.** Find an error for which (e) is an equality.

**Solution.** Take $R=c\,1$ with $c>0$. Every index is greedy, and the update removes one diagonal entry:

$$\operatorname{tr}R'=(n-1)c=(1-1/n)\,nc.$$

```lean
/-- The factor `1 - 1/n` is attained: for `B = A + c 1` with `c > 0` the error is positive
semidefinite and nonzero, and an update along any coordinate multiplies the trace of the error by
exactly `1 - 1/n`. -/
theorem greedy_sr1_sharp (A : Matrix ι ι ℝ) {c : ℝ} (hc : 0 < c) (i : ι) :
    (A + c • (1 : Matrix ι ι ℝ) - A).PosSemidef ∧ A + c • (1 : Matrix ι ι ℝ) ≠ A ∧
      (coordUpdate A (A + c • (1 : Matrix ι ι ℝ)) i - A).trace
        = (1 - 1 / (Fintype.card ι : ℝ)) * (A + c • (1 : Matrix ι ι ℝ) - A).trace := by
  refine ⟨?_, ?_, ?_⟩
  · rw [add_sub_cancel_left]
    exact Matrix.PosSemidef.one.smul hc.le
  · intro h
    have h' := congrFun (congrFun h i) i
    simp at h'
    exact hc.ne' h'
  · have hn : (Fintype.card ι : ℝ) ≠ 0 := by
      exact_mod_cast (Fintype.card_pos_iff.mpr ⟨i⟩).ne'
    have hterm : ∀ j, (coordUpdate A (A + c • (1 : Matrix ι ι ℝ)) i - A) j j
        = c - if j = i then c else 0 := by
      intro j
      rw [error_apply, add_sub_cancel_left]
      by_cases h : j = i
      · simp [h]
      · simp [h]
    have h1 : (coordUpdate A (A + c • (1 : Matrix ι ι ℝ)) i - A).trace
        = Fintype.card ι * c - c := by
      simp only [Matrix.trace, Matrix.diag_apply, hterm, Finset.sum_sub_distrib]
      simp
    have h2 : (A + c • (1 : Matrix ι ι ℝ) - A).trace = Fintype.card ι * c := by
      rw [add_sub_cancel_left, Matrix.trace_smul, Matrix.trace_one, smul_eq_mul, mul_comm]
    have h3 : 1 / (Fintype.card ι : ℝ) * Fintype.card ι = 1 := one_div_mul_cancel hn
    rw [h1, h2]
    linear_combination c * h3

end

end GreedySR1
```

```lean
#print axioms GreedySR1.greedy_sr1_terminates
#print axioms GreedySR1.greedy_sr1_sharp
```

```
'GreedySR1.greedy_sr1_terminates' depends on axioms: [propext, Classical.choice, Quot.sound]
'GreedySR1.greedy_sr1_sharp' depends on axioms: [propext, Classical.choice, Quot.sound]
```

## Approaching the Hessian from below

If instead $A-B$ is positive semidefinite, replace $A$ and $B$ by $-A$ and $-B$. The SR1 update changes sign with them, so the same argument by hand gives the same contraction and termination for $A-B$, with $i$ chosen to maximise $(A-B)_{ii}$.
